# Short-range order in a binary alloy: admissible pair probabilities and the shift of the fourth local moment

A code that builds alloy configurations with prescribed short-range order can convert a concentration $c$ of species $A$ and a Warren–Cowley parameter $a$ for a given class of site pairs into target pair probabilities, and can be checked afterwards on configuration-averaged powers of the Hamiltonian $H$.

## The bound and the identity

For the species $s,s'\in\{A,B\}$ on two sites set
$$P_{AA}=c^2+c(1-c)a,\quad P_{AB}=P_{BA}=c(1-c)(1-a),\quad P_{BB}=(1-c)^2+c(1-c)a .$$
For $0<c<1$ all four are nonnegative exactly when
$$-\min\left(\frac{c}{1-c},\frac{1-c}{c}\right)\le a\le 1 .$$
Let species $s$ have on-site energy $\varepsilon_s$, put $\Delta=\varepsilon_A-\varepsilon_B$, and let $\langle\cdot\rangle_a$ be the average over the table. For a dimer with sites $0,1$ and real hopping $t$, $\langle (H^k)_{00}\rangle_a$ is independent of $a$ for $k\le3$, and
$$\langle (H^4)_{00}\rangle_a-\langle (H^4)_{00}\rangle_0=2t^2c(1-c)\,a\,\Delta^2 .$$

## Use in a code

The bound is a necessary check on input: outside it some target probability is negative. Inside it a lattice may still be unable to realise the table; for example, three sites cannot be pairwise unlike with two species. For real symmetric $H$ in an orthonormal site basis, $(H^k)_{ii}$ is the $k$-th moment of the local density of states at site $i$, so in a finite, non-interacting, one-orbital model with species-independent hopping and the same concentration $c$ on every site, the dimer identity and its lattice form derived below give reference values for an effect that the single-site coherent potential approximation (CPA), which receives $c$ but no pair data, does not see.

## Derivation

**Table.** Adding entries gives $P_{AA}+P_{AB}=c^2+c(1-c)=c$ and $P_{BA}+P_{BB}=1-c$; the columns agree by symmetry, and the total is one. Factor $P_{AA}=c\,[c+a(1-c)]$ and $P_{BB}=(1-c)[(1-c)+ac]$. The prefactors are positive, so nonnegativity means $-a\le c/(1-c)$, $-a\le(1-c)/c$ and, from $P_{AB}$, $a\le1$. Conversely, take $c\ne0,1$ and a table $p$ with row and column sums $(c,1-c)$. Then $p_{AA}=c-p_{AB}$, $p_{BA}=p_{AB}$, $p_{BB}=1-c-p_{AB}$, which is $P$ at $a=1-p_{AB}/(c(1-c))$.

**Mixed difference.** The $a$-dependent part of $P$ is $+c(1-c)a$ for like pairs and $-c(1-c)a$ for unlike pairs, so for any function $f$ of two species and any second parameter $b$
$$\langle f\rangle_a-\langle f\rangle_b=c(1-c)(a-b)\,\delta f,\qquad \delta f=f_{AA}-f_{AB}-f_{BA}+f_{BB}.$$
With $x=\varepsilon_s$, $y=\varepsilon_{s'}$, a term in $x$ alone or $y$ alone has $\delta=0$, and $\delta(xy)=\varepsilon_A^2-2\varepsilon_A\varepsilon_B+\varepsilon_B^2=\Delta^2$.

**Dimer.** For $H=\begin{pmatrix}x&t\\t&y\end{pmatrix}$, $(H^2)_{00}=x^2+t^2$ and $(H^2)_{01}=(H^2)_{10}=t(x+y)$. Hence $(H^3)_{00}=x(x^2+t^2)+t^2(x+y)=x^3+t^2(2x+y)$ and
$$(H^4)_{00}=(x^2+t^2)^2+t^2(x+y)^2=x^4+t^2(3x^2+2xy+y^2)+t^4 .$$
The product $xy$ first appears at fourth order, with coefficient $2t^2$.

**Lattice.** Let $H=T+D$ with $T$ real and $D=\mathrm{diag}(e)$, where $e_j$ is the energy on site $j$. Expand $(T+D)^4$ into sixteen words and take the $ii$ element. An outer $D$ gives $e_i$; a $D$ between hoppings gives a sum over sites $j$. The words $D^4$, the four with one $T$, then $D^2T^2$, $DT^2D$, $T^2D^2$, $DT^3$, $T^3D$ and $T^4$ give
$$e_i^4+4e_i^3T_{ii}+3e_i^2(T^2)_{ii}+2e_i(T^3)_{ii}+(T^4)_{ii},$$
while $DTDT$, $TDTD$, $TD^2T$, $TDT^2$, $T^2DT$ give
$$\sum_j\Big[T_{ij}T_{ji}(2e_ie_j+e_j^2)+\big(T_{ij}(T^2)_{ji}+(T^2)_{ij}T_{ji}\big)e_j\Big].$$
Only $2T_{ij}T_{ji}e_ie_j$ is mixed. Two ensembles whose pair tables at $(i,j)$ have parameters $a_j$ and $b_j$ therefore differ in averaged $(H^4)_{ii}$ by $2c(1-c)\Delta^2\sum_jT_{ij}T_{ji}(a_j-b_j)$.

## The file

In Lean 4 with Mathlib:

```lean
import Mathlib

open Matrix

namespace ShortRangeOrderMoments

noncomputable section

/-- The two atomic species of a binary alloy. -/
inductive Species
  | A
  | B
  deriving DecidableEq

open Species

/-- There are exactly two species. -/
instance : Fintype Species := ⟨{A, B}, fun s => by cases s <;> simp⟩

/-- A sum over species is the `A` term plus the `B` term. -/
theorem sum_species (f : Species → ℝ) : ∑ s, f s = f A + f B := by
  show ∑ s ∈ ({A, B} : Finset Species), f s = _
  exact Finset.sum_pair (by decide)

/-- Single-site occupation probabilities: `c` for `A` and `1 - c` for `B`. -/
def siteProb (c : ℝ) : Species → ℝ
  | A => c
  | B => 1 - c

/-- Pair probabilities at concentration `c` and short-range-order parameter `a`. -/
def pairProb (c a : ℝ) : Species → Species → ℝ
  | A, A => c ^ 2 + c * (1 - c) * a
  | A, B => c * (1 - c) * (1 - a)
  | B, A => c * (1 - c) * (1 - a)
  | B, B => (1 - c) ^ 2 + c * (1 - c) * a

/-- Average of a function of two site occupations over the pair probabilities. -/
def pairAvg (c a : ℝ) (f : Species → Species → ℝ) : ℝ :=
  ∑ s, ∑ s', pairProb c a s s' * f s s'

/-- The pair probabilities sum to one, and both marginals are the single-site
probabilities `c` and `1 - c`. -/
theorem pairProb_marginals (c a : ℝ) :
    ∑ s, ∑ s', pairProb c a s s' = 1 ∧
    (∀ s, ∑ s', pairProb c a s s' = siteProb c s) ∧
    (∀ s', ∑ s, pairProb c a s s' = siteProb c s') := by
  refine ⟨?_, fun s => ?_, fun s => ?_⟩
  · simp only [sum_species, pairProb]
    ring
  · cases s <;> simp only [sum_species, pairProb, siteProb] <;> ring
  · cases s <;> simp only [sum_species, pairProb, siteProb] <;> ring

/-- For `0 < c < 1` all four pair probabilities are nonnegative exactly when
`-min (c/(1-c)) ((1-c)/c) ≤ a ≤ 1`. -/
theorem pairProb_nonneg_iff {c : ℝ} (hc0 : 0 < c) (hc1 : c < 1) (a : ℝ) :
    (∀ s s', 0 ≤ pairProb c a s s') ↔ -min (c / (1 - c)) ((1 - c) / c) ≤ a ∧ a ≤ 1 := by
  have hd : 0 < 1 - c := by linarith
  have key : ∀ p x : ℝ, 0 < p → (0 ≤ p * x ↔ 0 ≤ x) := by
    intro p x hp
    refine ⟨fun h => ?_, fun h => mul_nonneg hp.le h⟩
    by_contra hx
    have := mul_neg_of_pos_of_neg hp (not_le.1 hx)
    linarith
  -- each probability is a positive factor times an expression linear in `a`
  have hAA : 0 ≤ c ^ 2 + c * (1 - c) * a ↔ -a ≤ c / (1 - c) := by
    have h : c ^ 2 + c * (1 - c) * a = c * (c - -a * (1 - c)) := by ring
    rw [le_div_iff₀ hd, h, key _ _ hc0, sub_nonneg]
  have hBB : 0 ≤ (1 - c) ^ 2 + c * (1 - c) * a ↔ -a ≤ (1 - c) / c := by
    have h : (1 - c) ^ 2 + c * (1 - c) * a = (1 - c) * (1 - c - -a * c) := by ring
    rw [le_div_iff₀ hc0, h, key _ _ hd, sub_nonneg]
  have hAB : 0 ≤ c * (1 - c) * (1 - a) ↔ a ≤ 1 := by
    rw [key _ _ (mul_pos hc0 hd), sub_nonneg]
  constructor
  · intro h
    exact ⟨neg_le.1 (le_min (hAA.1 (h A A)) (hBB.1 (h B B))), hAB.1 (h A B)⟩
  · rintro ⟨h1, h2⟩ s s'
    have h3 := le_min_iff.1 (neg_le.1 h1)
    cases s <;> cases s'
    exacts [hAA.2 h3.1, hAB.2 h2, hAB.2 h2, hBB.2 h3.2]

/-- For `c ≠ 0, 1`, every pair table whose two marginals are `c` and `1 - c` equals the table
`pairProb c a` with `a = 1 - P_AB / (c (1 - c))`. -/
theorem eq_pairProb_of_marginals {c : ℝ} (hc0 : c ≠ 0) (hc1 : c ≠ 1)
    (p : Species → Species → ℝ) (hrow : ∀ s, ∑ s', p s s' = siteProb c s)
    (hcol : ∀ s', ∑ s, p s s' = siteProb c s') :
    p = pairProb c (1 - p A B / (c * (1 - c))) := by
  have h1 : p A A + p A B = c := (sum_species (fun s' => p A s')).symm.trans (hrow A)
  have h2 : p B A + p B B = 1 - c := (sum_species (fun s' => p B s')).symm.trans (hrow B)
  have h3 : p A A + p B A = c := (sum_species (fun s => p s A)).symm.trans (hcol A)
  have hd : 1 - c ≠ 0 := sub_ne_zero.2 hc1.symm
  have hx : c * (1 - c) * (p A B / (c * (1 - c))) = p A B := by field_simp
  generalize p A B / (c * (1 - c)) = X at hx ⊢
  funext s s'
  cases s <;> cases s' <;> simp only [pairProb]
  · linear_combination h1 + hx
  · linear_combination -hx
  · linear_combination -hx + h3 - h1
  · linear_combination hx + h2 + h1 - h3

/-- Changing the order parameter from `b` to `a` shifts a pair average by `c (1-c) (a-b)` times
the mixed difference `f_AA - f_AB - f_BA + f_BB`. -/
theorem pairAvg_sub (c a b : ℝ) (f : Species → Species → ℝ) :
    pairAvg c a f - pairAvg c b f
      = c * (1 - c) * (a - b) * (f A A - f A B - f B A + f B B) := by
  simp only [pairAvg, sum_species, pairProb]
  ring

/-- Dimer Hamiltonian with on-site energies `x`, `y` and real hopping `t`. -/
def dimer (t x y : ℝ) : Matrix (Fin 2) (Fin 2) ℝ := !![x, t; t, y]

/-- The first diagonal element of `H ^ k` for the dimer, averaged over the occupations of its
two sites, with species energies `ε`. -/
def dimerMoment (k : ℕ) (c a t : ℝ) (ε : Species → ℝ) : ℝ :=
  pairAvg c a (fun s s' => (dimer t (ε s) (ε s') ^ k) 0 0)

/-- The first diagonal elements of the first four powers of the dimer Hamiltonian. -/
theorem dimer_entries (t x y : ℝ) :
    (dimer t x y ^ 1) 0 0 = x ∧
    (dimer t x y ^ 2) 0 0 = x ^ 2 + t ^ 2 ∧
    (dimer t x y ^ 3) 0 0 = x ^ 3 + t ^ 2 * (2 * x + y) ∧
    (dimer t x y ^ 4) 0 0 = x ^ 4 + t ^ 2 * (3 * x ^ 2 + 2 * x * y + y ^ 2) + t ^ 4 := by
  refine ⟨?_, ?_, ?_, ?_⟩ <;>
    simp [dimer, pow_succ, Matrix.mul_apply, Fin.sum_univ_two] <;> ring1

/-- The averaged dimer moments of order at most three equal their values at `a = 0`. -/
theorem dimerMoment_low_order {k : ℕ} (hk : k ≤ 3) (c a t : ℝ) (ε : Species → ℝ) :
    dimerMoment k c a t ε = dimerMoment k c 0 t ε := by
  have h1 := fun x y => (dimer_entries t x y).1
  have h2 := fun x y => (dimer_entries t x y).2.1
  have h3 := fun x y => (dimer_entries t x y).2.2.1
  rw [← sub_eq_zero]
  unfold dimerMoment
  rw [pairAvg_sub]
  -- no product of the two site energies occurs, so the mixed difference vanishes
  interval_cases k
  · simp only [pow_zero, Matrix.one_apply_eq]
    ring
  · simp only [h1]
    ring
  · simp only [h2]
    ring
  · simp only [h3]
    ring

/-- The averaged fourth dimer moment minus its value at `a = 0` is
`2 t² c (1-c) a (ε_A - ε_B)²`. -/
theorem dimerMoment_four (c a t : ℝ) (ε : Species → ℝ) :
    dimerMoment 4 c a t ε - dimerMoment 4 c 0 t ε
      = 2 * t ^ 2 * c * (1 - c) * a * (ε A - ε B) ^ 2 := by
  have h4 := fun x y => (dimer_entries t x y).2.2.2
  unfold dimerMoment
  rw [pairAvg_sub]
  -- only the term `2 t² x y` has a nonzero mixed difference
  simp only [h4]
  ring

variable {n : Type*} [Fintype n] [DecidableEq n]

/-- Tight-binding Hamiltonian of the configuration `σ`: hopping `T` plus the on-site energies
of the species sitting on each site. -/
def hamiltonian (T : Matrix n n ℝ) (ε : Species → ℝ) (σ : n → Species) : Matrix n n ℝ :=
  T + diagonal (fun k => ε (σ k))

/-- Average of `F` over configurations with weights `P`. -/
def configAvg (P F : (n → Species) → ℝ) : ℝ := ∑ σ, P σ * F σ

/-- Total weight of the configurations with species `s` on site `i` and `s'` on site `j`. -/
def pairMarginal (P : (n → Species) → ℝ) (i j : n) (s s' : Species) : ℝ :=
  ∑ σ, if σ i = s ∧ σ j = s' then P σ else 0

/-- A polynomial in the energy `x` of site `i`, with diagonal elements of powers of the hopping
as coefficients. -/
def onSiteTerm (T : Matrix n n ℝ) (i : n) (x : ℝ) : ℝ :=
  x ^ 4 + 4 * x ^ 3 * T i i + 3 * x ^ 2 * (T ^ 2) i i + 2 * x * (T ^ 3) i i + (T ^ 4) i i

/-- A polynomial in the energies `x` of site `i` and `y` of site `j`, with hopping amplitudes
between the two sites as coefficients. -/
def pairTerm (T : Matrix n n ℝ) (i j : n) (x y : ℝ) : ℝ :=
  T i j * T j i * (2 * x * y + y ^ 2) + (T i j * (T ^ 2) j i + (T ^ 2) i j * T j i) * y

/-- The diagonal element of `(T + diag e) ^ 4` at site `i` is the on-site term plus the sum of
the pair terms over all sites `j`. -/
theorem fourth_moment_expansion (T : Matrix n n ℝ) (e : n → ℝ) (i : n) :
    ((T + diagonal e) ^ 4) i i = onSiteTerm T i (e i) + ∑ j, pairTerm T i j (e i) (e j) := by
  -- the sixteen words in `T` and `D`
  have h : ∀ D : Matrix n n ℝ, (T + D) ^ 4 =
      T ^ 4 + D * T ^ 3 + T ^ 3 * D + T * D * T ^ 2 + T ^ 2 * D * T
        + D * (D * T ^ 2) + D * (T ^ 2 * D) + T ^ 2 * D * D
        + D * (T * D * T) + T * D * T * D + T * D * D * T
        + D * (D * (D * T)) + D * (D * (T * D)) + D * (T * D * D) + T * D * D * D
        + D * (D * (D * D)) := by
    intro D
    noncomm_ring
  have key : ∀ M N : Matrix n n ℝ, (M * diagonal e * N) i i = ∑ j, M i j * e j * N j i := by
    intro M N
    rw [Matrix.mul_apply]
    simp only [Matrix.mul_diagonal]
  have hs : ∑ j, pairTerm T i j (e i) (e j)
      = ∑ j, T i j * e j * (T ^ 2) j i + ∑ j, (T ^ 2) i j * e j * T j i
        + 2 * e i * ∑ j, T i j * e j * T j i + ∑ j, T i j * e j * e j * T j i := by
    simp only [Finset.mul_sum, ← Finset.sum_add_distrib]
    refine Finset.sum_congr rfl fun j _ => ?_
    unfold pairTerm
    ring
  rw [h, hs]
  -- outer diagonal factors give `e i`, inner ones a sum over the visited site
  simp only [Matrix.add_apply, Matrix.diagonal_mul, Matrix.mul_diagonal,
    Matrix.diagonal_apply_eq]
  simp only [key, Matrix.mul_diagonal]
  unfold onSiteTerm
  ring

/-- The configuration average of a function of the occupations of sites `i` and `j` is its
average over the pair marginal at `(i, j)`. -/
theorem configAvg_pair (P : (n → Species) → ℝ) (i j : n) (f : Species → Species → ℝ) :
    configAvg P (fun σ => f (σ i) (σ j)) = ∑ s, ∑ s', pairMarginal P i j s s' * f s s' := by
  simp only [configAvg, pairMarginal, sum_species, Finset.sum_mul, ← Finset.sum_add_distrib]
  refine Finset.sum_congr rfl fun σ _ => ?_
  generalize σ i = s
  generalize σ j = s'
  cases s <;> cases s' <;> simp

/-- If two ensembles have pair marginals at `(i, j)` given by `pairProb c (a j)` and
`pairProb c (b j)` for all `j`, their averaged `(H ^ 4) i i` differ by
`2 c (1-c) (ε_A - ε_B)² ∑ j, T_ij T_ji (a_j - b_j)`. -/
theorem lattice_fourth_moment_shift (T : Matrix n n ℝ) (ε : Species → ℝ) (i : n) (c : ℝ)
    (P Q : (n → Species) → ℝ) (a b : n → ℝ)
    (hP : ∀ j, pairMarginal P i j = pairProb c (a j))
    (hQ : ∀ j, pairMarginal Q i j = pairProb c (b j)) :
    configAvg P (fun σ => (hamiltonian T ε σ ^ 4) i i)
        - configAvg Q (fun σ => (hamiltonian T ε σ ^ 4) i i)
      = 2 * c * (1 - c) * (ε A - ε B) ^ 2 * ∑ j, T i j * T j i * (a j - b j) := by
  -- the averaged fourth moment is a sum of pair averages
  have hsplit : ∀ (R : (n → Species) → ℝ) (r : n → ℝ),
      (∀ j, pairMarginal R i j = pairProb c (r j)) →
      configAvg R (fun σ => (hamiltonian T ε σ ^ 4) i i)
        = pairAvg c (r i) (fun s _ => onSiteTerm T i (ε s))
          + ∑ j, pairAvg c (r j) (fun s s' => pairTerm T i j (ε s) (ε s')) := by
    intro R r hR
    have h1 : ∀ (j : n) (f : Species → Species → ℝ),
        configAvg R (fun σ => f (σ i) (σ j)) = pairAvg c (r j) f := by
      intro j f
      rw [configAvg_pair R i j f, hR j, pairAvg]
    have h2 : ∑ j, pairAvg c (r j) (fun s s' => pairTerm T i j (ε s) (ε s'))
        = ∑ j, configAvg R (fun σ => pairTerm T i j (ε (σ i)) (ε (σ j))) :=
      Finset.sum_congr rfl fun j _ => (h1 j (fun s s' => pairTerm T i j (ε s) (ε s'))).symm
    have h3 : pairAvg c (r i) (fun s _ => onSiteTerm T i (ε s))
        = configAvg R (fun σ => onSiteTerm T i (ε (σ i))) :=
      (h1 i (fun s _ => onSiteTerm T i (ε s))).symm
    rw [h2, h3]
    simp only [configAvg, hamiltonian, fourth_moment_expansion, mul_add,
      Finset.sum_add_distrib, Finset.mul_sum]
    congr 1
    exact Finset.sum_comm
  have e1 : pairAvg c (a i) (fun s _ => onSiteTerm T i (ε s))
      - pairAvg c (b i) (fun s _ => onSiteTerm T i (ε s)) = 0 := by
    rw [pairAvg_sub]
    ring
  -- each pair term contributes through `2 T_ij T_ji x y` only
  have e2 : ∑ j, pairAvg c (a j) (fun s s' => pairTerm T i j (ε s) (ε s'))
      - ∑ j, pairAvg c (b j) (fun s s' => pairTerm T i j (ε s) (ε s'))
      = 2 * c * (1 - c) * (ε A - ε B) ^ 2 * ∑ j, T i j * T j i * (a j - b j) := by
    rw [← Finset.sum_sub_distrib, Finset.mul_sum]
    refine Finset.sum_congr rfl fun j _ => ?_
    rw [pairAvg_sub]
    simp only [pairTerm]
    ring
  rw [hsplit P a hP, hsplit Q b hQ]
  linear_combination e1 + e2

/-- The two-site ensemble whose configuration weights are the pair probabilities. -/
def dimerEnsemble (c a : ℝ) (σ : Fin 2 → Species) : ℝ := pairProb c a (σ 0) (σ 1)

/-- In the allowed range of `a` the two-site ensemble has nonnegative weights, and its pair
marginals seen from site `0` are `pairProb c 1` on the site itself and `pairProb c a` on the
other site. -/
theorem lattice_fourth_moment_shift_witness {c a : ℝ} (hc0 : 0 < c) (hc1 : c < 1)
    (hlo : -min (c / (1 - c)) ((1 - c) / c) ≤ a) (hhi : a ≤ 1) :
    (∀ σ, 0 ≤ dimerEnsemble c a σ) ∧
    ∀ j : Fin 2, pairMarginal (dimerEnsemble c a) 0 j = pairProb c (![1, a] j) := by
  have hsum : ∀ F : (Fin 2 → Species) → ℝ, ∑ σ, F σ = ∑ s, ∑ s', F ![s, s'] := by
    intro F
    rw [← (finTwoArrowEquiv Species).symm.sum_comp F, Fintype.sum_prod_type]
    rfl
  have h0 : pairMarginal (dimerEnsemble c a) 0 0 = pairProb c 1 := by
    funext s s'
    unfold pairMarginal
    rw [hsum]
    cases s <;> cases s' <;> simp [sum_species, dimerEnsemble, pairProb] <;> ring
  have h1 : pairMarginal (dimerEnsemble c a) 0 1 = pairProb c a := by
    funext s s'
    unfold pairMarginal
    rw [hsum]
    cases s <;> cases s' <;> simp [sum_species, dimerEnsemble, pairProb]
  exact ⟨fun σ => (pairProb_nonneg_iff hc0 hc1 a).2 ⟨hlo, hhi⟩ (σ 0) (σ 1),
    Fin.forall_fin_two.2 ⟨h0, h1⟩⟩

end

end ShortRangeOrderMoments
```

```lean
#print axioms ShortRangeOrderMoments.eq_pairProb_of_marginals
#print axioms ShortRangeOrderMoments.dimerMoment_low_order
#print axioms ShortRangeOrderMoments.dimerMoment_four
#print axioms ShortRangeOrderMoments.lattice_fourth_moment_shift
```

```
'ShortRangeOrderMoments.eq_pairProb_of_marginals' depends on axioms: [propext, Classical.choice, Quot.sound]
'ShortRangeOrderMoments.dimerMoment_low_order' depends on axioms: [propext, Classical.choice, Quot.sound]
'ShortRangeOrderMoments.dimerMoment_four' depends on axioms: [propext, Classical.choice, Quot.sound]
'ShortRangeOrderMoments.lattice_fourth_moment_shift' depends on axioms: [propext, Classical.choice, Quot.sound]
```

## Scope of the theorems

`pairProb c a` is the table, `siteProb c` is $(c,1-c)$, `pairAvg` is $\langle\cdot\rangle_a$, and `dimerMoment k c a t ε` is $\langle(H^k)_{00}\rangle_a$. On the lattice, `n` is any finite set of sites, a configuration is a map `n → Species`, `configAvg` is the weighted sum over configurations, and `pairMarginal P i j` is the pair table of the weights `P`.

`pairProb_marginals` and `pairAvg_sub` reduce the species sums with `sum_species` and close by `ring`. In `pairProb_nonneg_iff`, `key` removes the positive prefactor and `hAA`, `hBB`, `hAB` are the three inequalities. `eq_pairProb_of_marginals` solves the marginal equations entry by entry with `linear_combination`. `dimer_entries` gives the matrix elements; `dimerMoment_low_order` inserts them into `pairAvg_sub` case by case through `interval_cases k`, and `dimerMoment_four` does so at order four. `fourth_moment_expansion` gets the sixteen words from `noncomm_ring` and sorts them into `onSiteTerm` and `pairTerm`. `configAvg_pair` turns a two-site configuration average into a sum over the pair table; in `lattice_fourth_moment_shift`, `hsplit` applies it term by term, `e1` cancels the on-site part and `e2` collects the mixed terms.

The dimer moment theorems are polynomial identities for all real $c,a,t$, and the shift has the sign of $a$ when $0<c<1$, $t\ne0$, $\Delta\ne0$. The lattice theorem needs neither symmetric `T` nor nonnegative weights. It assumes `hP` and `hQ`: one concentration $c$ on every site and the stated table for every $j$, including $j=i$. There the unlike entries vanish, which for $0<c<1$ means parameter $1$, also in a random reference ensemble. `lattice_fourth_moment_shift_witness` exhibits such weights on two sites only, seen from site $0$, with parameters `![1, a]`. Whether a given set $a_j$ is realisable on a larger lattice is not addressed, the independence for $k\le3$ is proved for the dimer only, and no Green function, CPA equation or rounding error enters.

The cases below are direct substitutions and are not theorems of the file. At $c=0$ the table has $P_{BB}=1$ and zeros elsewhere for every $a$, so $a=2$ gives nonnegative entries and the equivalence fails without $0<c$. Without `hcol`, take $c=\tfrac12$, $p_{AA}=p_{BA}=\tfrac12$, $p_{AB}=p_{BB}=0$: the rows are right and the formula returns $a=1$, but that table has $P_{BA}=0$. At $c=\tfrac12$ the range is $-1\le a\le1$; at $a=-1$ only unlike pairs occur, and with $\varepsilon_A=1$, $\varepsilon_B=-1$ the average of $xy$ falls from $0$ to $-1$, a shift of $-2t^2$, as the identity gives.
